# Orthogonality and squared norms of five pair states built from the products |m,−m⟩

The theorem concerns five pair states, labelled L = 0 to 4, each given by five real amplitudes on the product states |m,−m⟩. It says that the matrix with these states as rows, multiplied by its transpose, is diagonal with entries 5, 10, 14, 10 and 70. The states are thus mutually orthogonal but unnormalised, and dividing each by the square root of its entry makes the set orthonormal. That they are eigenstates of total angular momentum is not part of the statement. The attempt writes each entry of the product as a sum of five terms, splits into the 25 choices of row and column, and leaves the arithmetic to `norm_num`.

In Lean, a first try:

```lean
import Mathlib

open Matrix

namespace PairStateOrthogonal

noncomputable section

/-- Unnormalised pair states for `L = 0, ..., 4`, as amplitudes on the products `|m,-m⟩`. -/
def pairState : Fin 5 → Fin 5 → ℝ :=
  ![![1, -1, 1, -1, 1], ![2, -1, 0, 1, -2], ![2, 1, -2, 1, 2], ![1, 2, 0, -2, -1],
    ![1, 4, 6, 4, 1]]

/-- The pair states are mutually orthogonal, with squared norms `5, 10, 14, 10, 70`. -/
theorem pairState_orthogonal :
    Matrix.of pairState * (Matrix.of pairState)ᵀ =
      Matrix.diagonal (![5, 10, 14, 10, 70] : Fin 5 → ℝ) := by
  ext i j
  rw [Matrix.mul_apply, Fin.sum_univ_five]
  fin_cases i <;> fin_cases j <;> norm_num [pairState, Matrix.diagonal]

end

end PairStateOrthogonal
```

The error:

```
Main.lean:17:60: error: unsolved goals
case «0».«0»
⊢ 2 + ![1, -1, 1, -1, 1] 2 * ![1, -1, 1, -1, 1] 2 + ![1, -1, 1, -1, 1] 3 * ![1, -1, 1, -1, 1] 3 +
      ![1, -1, 1, -1, 1] 4 * ![1, -1, 1, -1, 1] 4 =
    5

case «0».«1»
⊢ 3 + ![1, -1, 1, -1, 1] 2 * ![2, -1, 0, 1, -2] 2 + ![1, -1, 1, -1, 1] 3 * ![2, -1, 0, 1, -2] 3 +
      ![1, -1, 1, -1, 1] 4 * ![2, -1, 0, 1, -2] 4 =
    0

case «0».«2»
⊢ 1 + ![1, -1, 1, -1, 1] 2 * ![2, 1, -2, 1, 2] 2 + ![1, -1, 1, -1, 1] 3 * ![2, 1, -2, 1, 2] 3 +
      ![1, -1, 1, -1, 1] 4 * ![2, 1, -2, 1, 2] 4 =
    0

case «0».«3»
⊢ -1 + ![1, -1, 1, -1, 1] 2 * ![1, 2, 0, -2, -1] 2 + ![1, -1, 1, -1, 1] 3 * ![1, 2, 0, -2, -1] 3 +
      ![1, -1, 1, -1, 1] 4 * ![1, 2, 0, -2, -1] 4 =
    0

case «0».«4»
⊢ -3 + ![1, -1, 1, -1, 1] 2 * ![1, 4, 6, 4, 1] 2 + ![1, -1, 1, -1, 1] 3 * ![1, 4, 6, 4, 1] 3 +
      ![1, -1, 1, -1, 1] 4 * ![1, 4, 6, 4, 1] 4 =
    0

case «1».«0»
⊢ 3 + ![2, -1, 0, 1, -2] 2 * ![1, -1, 1, -1, 1] 2 + ![2, -1, 0, 1, -2] 3 * ![1, -1, 1, -1, 1] 3 +
      ![2, -1, 0, 1, -2] 4 * ![1, -1, 1, -1, 1] 4 =
    0

case «1».«1»
⊢ 5 + ![2, -1, 0, 1, -2] 2 * ![2, -1, 0, 1, -2] 2 + ![2, -1, 0, 1, -2] 3 * ![2, -1, 0, 1, -2] 3 +
      ![2, -1, 0, 1, -2] 4 * ![2, -1, 0, 1, -2] 4 =
    10

case «1».«2»
⊢ 3 + ![2, -1, 0, 1, -2] 2 * ![2, 1, -2, 1, 2] 2 + ![2, -1, 0, 1, -2] 3 * ![2, 1, -2, 1, 2] 3 +
      ![2, -1, 0, 1, -2] 4 * ![2, 1, -2, 1, 2] 4 =
    0

case «1».«3»
⊢ ![2, -1, 0, 1, -2] 2 * ![1, 2, 0, -2, -1] 2 + ![2, -1, 0, 1, -2] 3 * ![1, 2, 0, -2, -1] 3 +
      ![2, -1, 0, 1, -2] 4 * ![1, 2, 0, -2, -1] 4 =
    0

case «1».«4»
⊢ -2 + ![2, -1, 0, 1, -2] 2 * ![1, 4, 6, 4, 1] 2 + ![2, -1, 0, 1, -2] 3 * ![1, 4, 6, 4, 1] 3 +
      ![2, -1, 0, 1, -2] 4 * ![1, 4, 6, 4, 1] 4 =
    0

case «2».«0»
⊢ 1 + ![2, 1, -2, 1, 2] 2 * ![1, -1, 1, -1, 1] 2 + ![2, 1, -2, 1, 2] 3 * ![1, -1, 1, -1, 1] 3 +
      ![2, 1, -2, 1, 2] 4 * ![1, -1, 1, -1, 1] 4 =
    0

case «2».«1»
⊢ 3 + ![2, 1, -2, 1, 2] 2 * ![2, -1, 0, 1, -2] 2 + ![2, 1, -2, 1, 2] 3 * ![2, -1, 0, 1, -2] 3 +
      ![2, 1, -2, 1, 2] 4 * ![2, -1, 0, 1, -2] 4 =
    0

case «2».«2»
⊢ 5 + ![2, 1, -2, 1, 2] 2 * ![2, 1, -2, 1, 2] 2 + ![2, 1, -2, 1, 2] 3 * ![2, 1, -2, 1, 2] 3 +
      ![2, 1, -2, 1, 2] 4 * ![2, 1, -2, 1, 2] 4 =
    14

case «2».«3»
⊢ 4 + ![2, 1, -2, 1, 2] 2 * ![1, 2, 0, -2, -1] 2 + ![2, 1, -2, 1, 2] 3 * ![1, 2, 0, -2, -1] 3 +
      ![2, 1, -2, 1, 2] 4 * ![1, 2, 0, -2, -1] 4 =
    0

case «2».«4»
⊢ 6 + ![2, 1, -2, 1, 2] 2 * ![1, 4, 6, 4, 1] 2 + ![2, 1, -2, 1, 2] 3 * ![1, 4, 6, 4, 1] 3 +
      ![2, 1, -2, 1, 2] 4 * ![1, 4, 6, 4, 1] 4 =
    0

case «3».«0»
⊢ -1 + ![1, 2, 0, -2, -1] 2 * ![1, -1, 1, -1, 1] 2 + ![1, 2, 0, -2, -1] 3 * ![1, -1, 1, -1, 1] 3 +
      ![1, 2, 0, -2, -1] 4 * ![1, -1, 1, -1, 1] 4 =
    0

case «3».«1»
⊢ ![1, 2, 0, -2, -1] 2 * ![2, -1, 0, 1, -2] 2 + ![1, 2, 0, -2, -1] 3 * ![2, -1, 0, 1, -2] 3 +
      ![1, 2, 0, -2, -1] 4 * ![2, -1, 0, 1, -2] 4 =
    0

case «3».«2»
⊢ 4 + ![1, 2, 0, -2, -1] 2 * ![2, 1, -2, 1, 2] 2 + ![1, 2, 0, -2, -1] 3 * ![2, 1, -2, 1, 2] 3 +
      ![1, 2, 0, -2, -1] 4 * ![2, 1, -2, 1, 2] 4 =
    0

case «3».«3»
⊢ 5 + ![1, 2, 0, -2, -1] 2 * ![1, 2, 0, -2, -1] 2 + ![1, 2, 0, -2, -1] 3 * ![1, 2, 0, -2, -1] 3 +
      ![1, 2, 0, -2, -1] 4 * ![1, 2, 0, -2, -1] 4 =
    10

case «3».«4»
⊢ 9 + ![1, 2, 0, -2, -1] 2 * ![1, 4, 6, 4, 1] 2 + ![1, 2, 0, -2, -1] 3 * ![1, 4, 6, 4, 1] 3 +
      ![1, 2, 0, -2, -1] 4 * ![1, 4, 6, 4, 1] 4 =
    0

case «4».«0»
⊢ -3 + ![1, 4, 6, 4, 1] 2 * ![1, -1, 1, -1, 1] 2 + ![1, 4, 6, 4, 1] 3 * ![1, -1, 1, -1, 1] 3 +
      ![1, 4, 6, 4, 1] 4 * ![1, -1, 1, -1, 1] 4 =
    0

case «4».«1»
⊢ -2 + ![1, 4, 6, 4, 1] 2 * ![2, -1, 0, 1, -2] 2 + ![1, 4, 6, 4, 1] 3 * ![2, -1, 0, 1, -2] 3 +
      ![1, 4, 6, 4, 1] 4 * ![2, -1, 0, 1, -2] 4 =
    0

case «4».«2»
⊢ 6 + ![1, 4, 6, 4, 1] 2 * ![2, 1, -2, 1, 2] 2 + ![1, 4, 6, 4, 1] 3 * ![2, 1, -2, 1, 2] 3 +
      ![1, 4, 6, 4, 1] 4 * ![2, 1, -2, 1, 2] 4 =
    0

case «4».«3»
⊢ 9 + ![1, 4, 6, 4, 1] 2 * ![1, 2, 0, -2, -1] 2 + ![1, 4, 6, 4, 1] 3 * ![1, 2, 0, -2, -1] 3 +
      ![1, 4, 6, 4, 1] 4 * ![1, 2, 0, -2, -1] 4 =
    0

case «4».«4»
⊢ 17 + ![1, 4, 6, 4, 1] 2 * ![1, 4, 6, 4, 1] 2 + ![1, 4, 6, 4, 1] 3 * ![1, 4, 6, 4, 1] 3 +
      ![1, 4, 6, 4, 1] 4 * ![1, 4, 6, 4, 1] 4 =
    70
```

What went wrong. The single error lists 25 unsolved goals, one for each entry of the matrix. All are true, but each still contains unevaluated lookups such as `![1, -1, 1, -1, 1] 2`. `norm_num` has picked out the right rows and added up the terms at positions 0 and 1, but it has not read the vectors at the numerals 2, 3 and 4, which come from `Fin.sum_univ_five`. Mathlib reads a vector at such a numeral with a simplification procedure, `Matrix.cons_val`. `simp` runs such procedures by default, whereas `norm_num` uses the simp lemmas without them. The lemmas cover positions 0 and 1, so only the later lookups stay stuck.

The repair calls `simp` first, with the same two definitions, so that every lookup becomes a number. The `norm_num` after it then does the arithmetic in whatever goals remain.

Fix (accepted with no message):

```diff
@@ -18,5 +18,5 @@
   ext i j
   rw [Matrix.mul_apply, Fin.sum_univ_five]
-  fin_cases i <;> fin_cases j <;> norm_num [pairState, Matrix.diagonal]
+  fin_cases i <;> fin_cases j <;> simp [pairState, Matrix.diagonal] <;> norm_num
 
 end
```
